# A non-Hermitian determinantal kernel with positively correlated occupations

A two-site kernel K is taken here as an arbitrary 2 × 2 matrix, and the weights of the four occupation patterns are defined from it by inclusion-exclusion. Nothing in this definition makes the weights nonnegative, so not every K describes a probability distribution. A Hermitian K with eigenvalues between 0 and 1 always does; for other kernels one has to check that the weights are real and nonnegative. Label the sites 0 and 1, write D = det K, and let 1 also denote the identity matrix. The weights are

both occupied: D
only site 0 occupied: K₀₀ − D
only site 1 occupied: K₁₁ − D
both empty: det(1 − K)

The kernel K = [[1/2, 1/4], [−1/4, 1/2]] gives a genuine distribution in which the sites are occupied together more often than independent sites with the same means would be. "Attraction" means this positive correlation, not a force.

## The sign of the correlation

Expanding the last determinant gives

det(1 − K) = (1 − K₀₀)(1 − K₁₁) − K₀₁K₁₀ = 1 − K₀₀ − K₁₁ + D,

so the four weights always sum to one. The mean occupations are D + (K₀₀ − D) = K₀₀ and, likewise, K₁₁. The covariance C, the joint occupation minus the product of the means, is therefore

C = D − K₀₀K₁₁ = −K₀₁K₁₀.

If K is Hermitian, K₁₀ is the complex conjugate of K₀₁ and C = −|K₀₁|² ≤ 0. In a Gaussian free-fermion state without pairing, Wick's theorem gives these weights with K the Hermitian one-body density matrix restricted to two orthonormal modes, so their occupations cannot be positively correlated. The kernel above is not of this type. It has

D = 1/4 + 1/16 = 5/16,

with weights 5/16, 3/16, 3/16, 5/16 in the order listed. The product of the means is 1/4, and C = 1/16.

## How large the attraction can be

Call the weights a, b, c, d in the same order, and let them be real and nonnegative. Since d = 1 − a − b − c,

C = a − (a + b)(a + c) = ad − bc ≤ ad ≤ (a + d)²/4 ≤ 1/4.

The kernel [[1/2, 1/2], [−1/2, 1/2]] has weights 1/2, 0, 0, 1/2 and reaches the bound.

Conversely, let a, b, c, d be any weights summing to one, and set m₀ = a + b and m₁ = a + c. The kernel

K = [[m₀, 1], [m₀m₁ − a, m₁]]

has determinant a and diagonal m₀, m₁, so it reproduces all four weights. On two sites, the determinantal form alone restricts nothing beyond normalisation.

## The weights and kernels in Lean

```lean
import Mathlib

open Matrix

namespace NonHermitianAttraction

noncomputable section
```

The entries lie in a commutative ring `R`, which covers real and complex kernels together. The first Boolean argument of `weight` refers to site 0 and the second to site 1.

```lean
/-- Inclusion-exclusion weight of a two-site configuration for the kernel `K`;
`true` means that the site is occupied. -/
def weight {R : Type*} [CommRing R] (K : Matrix (Fin 2) (Fin 2) R) : Bool → Bool → R
  | true, true => K.det
  | true, false => K 0 0 - K.det
  | false, true => K 1 1 - K.det
  | false, false => (1 - K).det
```

The means are sums of weights, not diagonal entries by definition.

```lean
/-- Mean occupation of the first site, summed over the state of the second. -/
def meanFirst {R : Type*} [CommRing R] (K : Matrix (Fin 2) (Fin 2) R) : R :=
  ∑ b, weight K true b

/-- Mean occupation of the second site, summed over the state of the first. -/
def meanSecond {R : Type*} [CommRing R] (K : Matrix (Fin 2) (Fin 2) R) : R :=
  ∑ a, weight K a true

/-- Joint occupation minus the product of the mean occupations. -/
def covariance {R : Type*} [CommRing R] (K : Matrix (Fin 2) (Fin 2) R) : R :=
  weight K true true - meanFirst K * meanSecond K
```

Two explicit real kernels follow, and then the construction from prescribed weights `p`.

```lean
/-- The kernel with diagonal entries 1/2 and off-diagonal entries 1/4 and -1/4. -/
def attractiveKernel : Matrix (Fin 2) (Fin 2) ℝ := !![1/2, 1/4; -1/4, 1/2]

/-- The kernel with diagonal entries 1/2 and off-diagonal entries 1/2 and -1/2. -/
def extremalKernel : Matrix (Fin 2) (Fin 2) ℝ := !![1/2, 1/2; -1/2, 1/2]

/-- A kernel built from prescribed two-site weights `p`: the mean occupations are on the
diagonal, and the lower off-diagonal entry is minus the covariance of `p`. -/
def kernelOf {R : Type*} [CommRing R] (p : Bool → Bool → R) : Matrix (Fin 2) (Fin 2) R :=
  !![p true true + p true false, 1;
     (p true true + p true false) * (p true true + p false true) - p true true,
     p true true + p false true]
```

## Covariance from the off-diagonal product

The first lemma is the expansion of det(1 − K).

```lean
/-- The determinant of `1 - K` in terms of the diagonal entries and determinant of `K`. -/
theorem det_one_sub {R : Type*} [CommRing R] (K : Matrix (Fin 2) (Fin 2) R) :
    (1 - K).det = 1 - K 0 0 - K 1 1 + K.det := by
  simp [Matrix.det_fin_two]
  ring
```

The next theorem is C = −K₀₁K₁₀, with no positivity assumed.

```lean
/-- The covariance of the two occupations is minus the product of the off-diagonal
entries of the kernel. -/
theorem covariance_eq {R : Type*} [CommRing R] (K : Matrix (Fin 2) (Fin 2) R) :
    covariance K = -(K 0 1 * K 1 0) := by
  simp only [covariance, meanFirst, meanSecond, Fintype.sum_bool, weight, Matrix.det_fin_two]
  ring
```

The proof turns on the pairing of `Matrix.det_fin_two` with `ring`. The former replaces the determinant by `K 0 0 * K 1 1 - K 0 1 * K 1 0`. The latter treats the four entries as independent variables and brings both sides to a common polynomial normal form. It uses only the commutative ring laws, which is why one proof serves every `R`.

For a complex Hermitian kernel, `h` expresses `K 1 0` as a conjugate, and the product becomes a squared modulus.

```lean
/-- For a Hermitian kernel the covariance is minus the squared modulus of the
off-diagonal entry. -/
theorem covariance_of_isHermitian (K : Matrix (Fin 2) (Fin 2) ℂ) (hK : K.IsHermitian) :
    covariance K = -((‖K 0 1‖ ^ 2 : ℝ) : ℂ) := by
  have h : K 1 0 = (starRingEnd ℂ) (K 0 1) := (hK.apply 1 0).symm
  rw [covariance_eq, h, Complex.mul_conj, Complex.normSq_eq_norm_sq]
```

## The attractive kernel checked

The theorem collects nonnegativity, normalisation, the two numerical values and the strict inequality between them. Its proof computes the determinant once as `hd`; splitting on the Boolean occupations `a` and `b` (not the weights a and b above) then leaves four numerical inequalities.

```lean
/-- The weights of `attractiveKernel` are nonnegative and sum to one; its joint occupation
is 5/16, while the product of the mean occupations is 1/4, which is smaller. -/
theorem attractiveKernel_attracts :
    (∀ a b, 0 ≤ weight attractiveKernel a b) ∧
    ∑ a, ∑ b, weight attractiveKernel a b = 1 ∧
    weight attractiveKernel true true = 5 / 16 ∧
    meanFirst attractiveKernel * meanSecond attractiveKernel = 1 / 4 ∧
    meanFirst attractiveKernel * meanSecond attractiveKernel
      < weight attractiveKernel true true := by
  have hd : attractiveKernel.det = 5 / 16 := by
    rw [attractiveKernel, Matrix.det_fin_two_of]
    norm_num
  have h0 : attractiveKernel 0 0 = 1 / 2 := rfl
  have h1 : attractiveKernel 1 1 = 1 / 2 := rfl
  refine ⟨?_, ?_, hd, ?_, ?_⟩
  · intro a b
    cases a <;> cases b <;> simp only [weight, det_one_sub, hd, h0, h1] <;> norm_num
  · simp only [Fintype.sum_bool, weight, det_one_sub, hd, h0, h1]
    norm_num
  · simp only [meanFirst, meanSecond, Fintype.sum_bool, weight, hd, h0, h1]
    norm_num
  · simp only [meanFirst, meanSecond, Fintype.sum_bool, weight, hd, h0, h1]
    norm_num
```

## The bound and its attainment

Here `key` is C = ad − bc and `hsum` is normalisation. The square supplied to `nlinarith` gives 4ad ≤ (a + d)², while `hbc` allows bc to be discarded.

```lean
/-- If all weights of a real two-site kernel are nonnegative, the covariance of the
occupations is at most 1/4. -/
theorem covariance_le_quarter (K : Matrix (Fin 2) (Fin 2) ℝ)
    (hK : ∀ a b, 0 ≤ weight K a b) : covariance K ≤ 1 / 4 := by
  -- the covariance compares equal occupations with unequal ones
  have key : covariance K = weight K true true * weight K false false
      - weight K true false * weight K false true := by
    rw [covariance_eq]
    simp only [weight, det_one_sub]
    simp only [Matrix.det_fin_two]
    ring
  have hsum : weight K true true + weight K true false
      + weight K false true + weight K false false = 1 := by
    simp only [weight, det_one_sub]
    ring
  have ha := hK true true
  have hb := hK true false
  have hc := hK false true
  have hd := hK false false
  have hbc := mul_nonneg hb hc
  have hle : weight K true true + weight K false false ≤ 1 := by linarith
  have hsq : (weight K true true + weight K false false) ^ 2 ≤ 1 :=
    pow_le_one₀ (add_nonneg ha hd) hle
  rw [key]
  nlinarith [sq_nonneg (weight K true true - weight K false false)]

/-- The weights of `extremalKernel` are nonnegative and its covariance equals 1/4. -/
theorem extremalKernel_attains :
    (∀ a b, 0 ≤ weight extremalKernel a b) ∧ covariance extremalKernel = 1 / 4 := by
  have hd : extremalKernel.det = 1 / 2 := by
    rw [extremalKernel, Matrix.det_fin_two_of]
    norm_num
  have h0 : extremalKernel 0 0 = 1 / 2 := rfl
  have h1 : extremalKernel 1 1 = 1 / 2 := rfl
  constructor
  · intro a b
    cases a <;> cases b <;> simp only [weight, det_one_sub, hd, h0, h1] <;> norm_num
  · simp only [covariance, meanFirst, meanSecond, Fintype.sum_bool, weight, hd, h0, h1]
    norm_num
```

## Every normalised set of weights

The last theorem requires only that `p` sum to one; for a probability distribution, `p` is also real and nonnegative. Normalisation enters the proof only for the empty configuration, where `linear_combination -hp` subtracts the hypothesis with the right sign and leaves an identity for `ring`.

```lean
/-- Any two-site weights that sum to one are the inclusion-exclusion weights of the
kernel `kernelOf p`. -/
theorem weight_kernelOf {R : Type*} [CommRing R] (p : Bool → Bool → R)
    (hp : ∑ a, ∑ b, p a b = 1) (a b : Bool) : weight (kernelOf p) a b = p a b := by
  simp only [Fintype.sum_bool] at hp
  -- the off-diagonal product is chosen to give the required joint occupation
  have hd : (kernelOf p).det = p true true := by
    rw [kernelOf, Matrix.det_fin_two_of]
    ring
  have h0 : kernelOf p 0 0 = p true true + p true false := rfl
  have h1 : kernelOf p 1 1 = p true true + p false true := rfl
  cases a <;> cases b <;> simp only [weight, det_one_sub, hd, h0, h1]
  · -- normalisation fixes the weight of the empty configuration
    linear_combination -hp
  · ring
  · ring

end

end NonHermitianAttraction
```

```lean
#print axioms NonHermitianAttraction.attractiveKernel_attracts
#print axioms NonHermitianAttraction.covariance_le_quarter
#print axioms NonHermitianAttraction.extremalKernel_attains
#print axioms NonHermitianAttraction.weight_kernelOf
```

```
'NonHermitianAttraction.attractiveKernel_attracts' depends on axioms: [propext, Classical.choice, Quot.sound]
'NonHermitianAttraction.covariance_le_quarter' depends on axioms: [propext, Classical.choice, Quot.sound]
'NonHermitianAttraction.extremalKernel_attains' depends on axioms: [propext, Classical.choice, Quot.sound]
'NonHermitianAttraction.weight_kernelOf' depends on axioms: [propext, Classical.choice, Quot.sound]
```
